# Nonzero transmission eigenvalues from the left spectral function and the right broadening

Let $G$ be a complex $n\times n$ matrix, let $W_L$ and $W_R$ be complex coupling matrices of sizes $n\times a$ and $n\times b$, and put $t=W_R^\dagger G W_L$ and $\Gamma_R=W_RW_R^\dagger$. If $P$ is the positive semidefinite square root of $A=GW_LW_L^\dagger G^\dagger$, then $P\Gamma_RP$ and $t^\dagger t$ have the same nonzero eigenvalues with the same algebraic multiplicities, and for $a=n$ they have the same characteristic polynomial.

```lean
import Mathlib

open Matrix Polynomial
open scoped ComplexOrder MatrixOrder

noncomputable section

namespace TransmissionFromSpectralFunction

variable {n a b k : Type*} [Fintype n] [Fintype a] [Fintype b] [Fintype k]

/-- The broadening matrix `W Wᴴ` of a lead with coupling matrix `W`. -/
def broadening (W : Matrix n b ℂ) : Matrix n n ℂ := W * Wᴴ

/-- The left spectral function `G Γ_L Gᴴ`. -/
def leftSpectral (G : Matrix n n ℂ) (WL : Matrix n a ℂ) : Matrix n n ℂ :=
  G * broadening WL * Gᴴ

/-- The transmission amplitude matrix `WRᴴ G WL` from the left to the right channels,
up to a constant phase. -/
def amplitude (G : Matrix n n ℂ) (WL : Matrix n a ℂ) (WR : Matrix n b ℂ) : Matrix b a ℂ :=
  WRᴴ * G * WL

variable [DecidableEq n] [DecidableEq a] [DecidableEq b] [DecidableEq k]

/-- The positive semidefinite square root of the left spectral function. -/
def spectralRoot (G : Matrix n n ℂ) (WL : Matrix n a ℂ) : Matrix n n ℂ :=
  CFC.sqrt (leftSpectral G WL)

/-- The matrix `U` with each column `i` multiplied by the real square root of `lam i`, which Lean
sets to zero when `lam i` is negative. -/
def scaledEigenvectors (U : Matrix n n ℂ) (lam : n → ℝ) : Matrix n n ℂ :=
  U * diagonal (fun i => ((Real.sqrt (lam i) : ℝ) : ℂ))

omit [DecidableEq n] [DecidableEq a] in
/-- The left spectral function is `X Xᴴ` with `X = G WL`. -/
theorem leftSpectral_eq (G : Matrix n n ℂ) (WL : Matrix n a ℂ) :
    leftSpectral G WL = (G * WL) * (G * WL)ᴴ := by
  simp only [leftSpectral, broadening, conjTranspose_mul, Matrix.mul_assoc]

omit [DecidableEq n] in
/-- For any factorization `B Bᴴ` of the left spectral function, `Bᴴ Γ_R B` and `tᴴ t` have the
same characteristic polynomial up to powers of the variable. -/
theorem charpoly_of_factor (G : Matrix n n ℂ) (WL : Matrix n a ℂ) (WR : Matrix n b ℂ)
    (B : Matrix n k ℂ) (hB : B * Bᴴ = leftSpectral G WL) :
    (X : ℂ[X]) ^ Fintype.card a * (Bᴴ * broadening WR * B).charpoly =
      X ^ Fintype.card k * ((amplitude G WL WR)ᴴ * amplitude G WL WR).charpoly := by
  -- exchange the factors once on each side of `t tᴴ`
  have h1 := Matrix.charpoly_mul_comm' (Bᴴ * WR) (WRᴴ * B)
  have h2 := Matrix.charpoly_mul_comm' (amplitude G WL WR) (amplitude G WL WR)ᴴ
  have e1 : Bᴴ * broadening WR * B = (Bᴴ * WR) * (WRᴴ * B) := by
    simp only [broadening, Matrix.mul_assoc]
  have e2 : (WRᴴ * B) * (Bᴴ * WR) = amplitude G WL WR * (amplitude G WL WR)ᴴ := by
    calc (WRᴴ * B) * (Bᴴ * WR) = WRᴴ * (B * Bᴴ) * WR := by
          simp only [Matrix.mul_assoc]
      _ = amplitude G WL WR * (amplitude G WL WR)ᴴ := by
          rw [hB, leftSpectral_eq]
          simp only [amplitude, conjTranspose_mul, conjTranspose_conjTranspose,
            Matrix.mul_assoc]
  rw [e2] at h1
  rw [e1]
  -- cancel the power that counts the right channels
  apply mul_left_cancel₀ (pow_ne_zero (Fintype.card b) (X_ne_zero : (X : ℂ[X]) ≠ 0))
  linear_combination (X : ℂ[X]) ^ Fintype.card a * h1 + (X : ℂ[X]) ^ Fintype.card k * h2

omit [DecidableEq n] in
/-- For any factorization `B Bᴴ` of the left spectral function, each nonzero number has the same
multiplicity as an eigenvalue of `Bᴴ Γ_R B` and of `tᴴ t`. -/
theorem multiplicity_of_factor (G : Matrix n n ℂ) (WL : Matrix n a ℂ) (WR : Matrix n b ℂ)
    (B : Matrix n k ℂ) (hB : B * Bᴴ = leftSpectral G WL) (T : ℂ) (hT : T ≠ 0) :
    rootMultiplicity T (Bᴴ * broadening WR * B).charpoly =
      rootMultiplicity T ((amplitude G WL WR)ᴴ * amplitude G WL WR).charpoly := by
  have hX : ∀ m : ℕ, rootMultiplicity T ((X : ℂ[X]) ^ m) = 0 := by
    intro m
    apply rootMultiplicity_eq_zero
    intro h
    rw [IsRoot.def, eval_pow, eval_X] at h
    exact pow_ne_zero m hT h
  have h := congrArg (rootMultiplicity T) (charpoly_of_factor G WL WR B hB)
  rw [rootMultiplicity_mul (mul_ne_zero (pow_ne_zero _ X_ne_zero) (charpoly_monic _).ne_zero),
    rootMultiplicity_mul (mul_ne_zero (pow_ne_zero _ X_ne_zero) (charpoly_monic _).ne_zero)] at h
  simpa only [hX, zero_add] using h

omit [DecidableEq a] in
/-- The matrix `spectralRoot` is positive semidefinite and squares to the left spectral
function. -/
theorem spectralRoot_spec (G : Matrix n n ℂ) (WL : Matrix n a ℂ) :
    (spectralRoot G WL).PosSemidef ∧
      spectralRoot G WL * spectralRoot G WL = leftSpectral G WL := by
  have hA : (leftSpectral G WL).PosSemidef := by
    rw [leftSpectral_eq]
    exact posSemidef_self_mul_conjTranspose _
  exact ⟨Matrix.nonneg_iff_posSemidef.mp (CFC.sqrt_nonneg _),
    CFC.sqrt_mul_sqrt_self _ (Matrix.nonneg_iff_posSemidef.mpr hA)⟩

/-- With `P` the positive square root of the left spectral function, `P Γ_R P` and `tᴴ t` have
the same characteristic polynomial up to powers of the variable, for any numbers of channels. -/
theorem charpoly_spectralRoot (G : Matrix n n ℂ) (WL : Matrix n a ℂ) (WR : Matrix n b ℂ) :
    (X : ℂ[X]) ^ Fintype.card a *
        (spectralRoot G WL * broadening WR * spectralRoot G WL).charpoly =
      X ^ Fintype.card n * ((amplitude G WL WR)ᴴ * amplitude G WL WR).charpoly := by
  obtain ⟨hpos, hsq⟩ := spectralRoot_spec G WL
  have hP : (spectralRoot G WL)ᴴ = spectralRoot G WL := hpos.isHermitian.eq
  have h := charpoly_of_factor G WL WR (spectralRoot G WL) (by rw [hP, hsq])
  rwa [hP] at h

/-- If the left lead has as many channels as the device has orbitals, `P Γ_R P` and `tᴴ t` have
the same characteristic polynomial. -/
theorem charpoly_spectralRoot_square (G WL : Matrix n n ℂ) (WR : Matrix n b ℂ) :
    (spectralRoot G WL * broadening WR * spectralRoot G WL).charpoly =
      ((amplitude G WL WR)ᴴ * amplitude G WL WR).charpoly :=
  mul_left_cancel₀ (pow_ne_zero (Fintype.card n) (X_ne_zero : (X : ℂ[X]) ≠ 0))
    (charpoly_spectralRoot G WL WR)

omit [DecidableEq a] in
/-- The scaled orthonormal eigenvectors of the left spectral function factorize it. -/
theorem scaledEigenvectors_factor (G : Matrix n n ℂ) (WL : Matrix n a ℂ)
    (U : Matrix n n ℂ) (lam : n → ℝ) (hU : Uᴴ * U = 1)
    (hA : leftSpectral G WL * U = U * diagonal (fun i => (lam i : ℂ))) :
    scaledEigenvectors U lam * (scaledEigenvectors U lam)ᴴ = leftSpectral G WL := by
  -- the eigenvalues are diagonal entries of a positive semidefinite matrix
  have hD : diagonal (fun i => (lam i : ℂ)) = ((G * WL)ᴴ * U)ᴴ * ((G * WL)ᴴ * U) := by
    calc diagonal (fun i => (lam i : ℂ)) = Uᴴ * (U * diagonal (fun i => (lam i : ℂ))) := by
          rw [← Matrix.mul_assoc, hU, Matrix.one_mul]
      _ = ((G * WL)ᴴ * U)ᴴ * ((G * WL)ᴴ * U) := by
          rw [← hA, leftSpectral_eq]
          simp only [conjTranspose_mul, conjTranspose_conjTranspose, Matrix.mul_assoc]
  have hpos : ∀ i, 0 ≤ lam i := by
    intro i
    have h := (posSemidef_conjTranspose_mul_self ((G * WL)ᴴ * U)).diag_nonneg (i := i)
    rw [← hD, diagonal_apply_eq] at h
    exact_mod_cast h
  have hs : diagonal (fun i => ((Real.sqrt (lam i) : ℝ) : ℂ)) *
      (diagonal (fun i => ((Real.sqrt (lam i) : ℝ) : ℂ)))ᴴ =
      diagonal (fun i => (lam i : ℂ)) := by
    rw [diagonal_conjTranspose, diagonal_mul_diagonal]
    congr 1
    funext i
    simp only [Pi.star_apply, Complex.star_def, Complex.conj_ofReal]
    rw [← Complex.ofReal_mul, Real.mul_self_sqrt (hpos i)]
  calc scaledEigenvectors U lam * (scaledEigenvectors U lam)ᴴ
      = U * (diagonal (fun i => ((Real.sqrt (lam i) : ℝ) : ℂ)) *
          (diagonal (fun i => ((Real.sqrt (lam i) : ℝ) : ℂ)))ᴴ) * Uᴴ := by
        simp only [scaledEigenvectors, conjTranspose_mul, Matrix.mul_assoc]
    _ = leftSpectral G WL * (U * Uᴴ) := by rw [hs, ← hA, Matrix.mul_assoc]
    _ = leftSpectral G WL := by rw [mul_eq_one_comm.mp hU, Matrix.mul_one]

/-- With `B` the matrix of scaled orthonormal eigenvectors of the left spectral function, `Bᴴ Γ_R B`
has the same nonzero eigenvalues as `tᴴ t`, with the same multiplicities. -/
theorem multiplicity_scaledEigenvectors (G : Matrix n n ℂ) (WL : Matrix n a ℂ)
    (WR : Matrix n b ℂ) (U : Matrix n n ℂ) (lam : n → ℝ) (hU : Uᴴ * U = 1)
    (hA : leftSpectral G WL * U = U * diagonal (fun i => (lam i : ℂ))) (T : ℂ) (hT : T ≠ 0) :
    rootMultiplicity T
        ((scaledEigenvectors U lam)ᴴ * broadening WR * scaledEigenvectors U lam).charpoly =
      rootMultiplicity T ((amplitude G WL WR)ᴴ * amplitude G WL WR).charpoly :=
  multiplicity_of_factor G WL WR _ (scaledEigenvectors_factor G WL U lam hU hA) T hT

/-- A two-orbital device with one left channel whose left spectral function is diagonalized by an
explicit rotation, with eigenvalues 25 and 0. -/
theorem diagonalization_witness :
    (!![3/5, -4/5; 4/5, 3/5] : Matrix (Fin 2) (Fin 2) ℂ)ᴴ * !![3/5, -4/5; 4/5, 3/5] = 1 ∧
    leftSpectral !![0, 1; 1, 0] (!![4; 3] : Matrix (Fin 2) (Fin 1) ℂ) *
        !![3/5, -4/5; 4/5, 3/5] =
      !![3/5, -4/5; 4/5, 3/5] * diagonal (fun i => (((![25, 0] : Fin 2 → ℝ) i : ℝ) : ℂ)) := by
  have h3 : (starRingEnd ℂ) 3 = 3 := Complex.ext (by simp) (by simp)
  have h4 : (starRingEnd ℂ) 4 = 4 := Complex.ext (by simp) (by simp)
  have h5 : (starRingEnd ℂ) 5 = 5 := Complex.ext (by simp) (by simp)
  have hG : (!![0, 1; 1, 0] : Matrix (Fin 2) (Fin 2) ℂ)ᴴ = !![0, 1; 1, 0] := by
    ext i j
    fin_cases i <;> fin_cases j <;> simp
  have hW : (!![4; 3] : Matrix (Fin 2) (Fin 1) ℂ)ᴴ = !![4, 3] := by
    ext i j
    fin_cases i
    fin_cases j
    · simp [h4]
    · simp [h3]
  constructor
  · ext i j
    fin_cases i <;> fin_cases j <;>
      simp [Matrix.mul_apply, Fin.sum_univ_succ, h3, h4, h5] <;> norm_num
  · rw [leftSpectral, broadening, hG, hW]
    ext i j
    fin_cases i <;> fin_cases j <;>
      simp [Matrix.mul_apply, Fin.sum_univ_succ, diagonal_apply] <;> norm_num

end TransmissionFromSpectralFunction
```

```lean
#print axioms TransmissionFromSpectralFunction.charpoly_spectralRoot_square
#print axioms TransmissionFromSpectralFunction.multiplicity_scaledEigenvectors
```

```
'TransmissionFromSpectralFunction.charpoly_spectralRoot_square' depends on axioms: [propext, Classical.choice, Quot.sound]
'TransmissionFromSpectralFunction.multiplicity_scaledEigenvectors' depends on axioms: [propext, Classical.choice, Quot.sound]
```

## Two characteristic polynomials and a power of $x$

Write $\chi_M(x)=\det(x\,1-M)$ for the characteristic polynomial of a square matrix $M$. The theorem `charpoly_spectralRoot` states

$$x^{a}\,\chi_{P\Gamma_RP}(x)=x^{n}\,\chi_{t^\dagger t}(x).$$

The powers are there because the matrices differ in size: $P\Gamma_RP$ is $n\times n$, while $t^\dagger t$ is $a\times a$. They affect only the multiplicity of the eigenvalue zero. When $W_L$ is square the powers are equal and cancel, which gives `charpoly_spectralRoot_square`; the number $b$ of right channels remains free.

A second result, `multiplicity_scaledEigenvectors`, is closer to a computation. Suppose that the columns $u_i$ of $U$ are orthonormal eigenvectors of $A$ with eigenvalues $\lambda_i$. Scale each one to $\sqrt{\lambda_i}\,u_i$ and form the matrix with entries

$$\sqrt{\lambda_i\lambda_j}\;u_i^\dagger\Gamma_Ru_j .$$

Each nonzero number $T$ has the same multiplicity as an eigenvalue of this matrix and of $t^\dagger t$. There are thus two diagonalizations: the first, of $A$, supplies the scaled vectors, and the second, of the matrix just formed from them and $\Gamma_R$, supplies the nonzero transmissions. The eigenvalues of $A$ are in general not themselves transmission eigenvalues.

## The device, the leads and the channels

In Lean, `n`, `a` and `b` are finite index types for the device orbitals, the left channels and the right channels. Their sizes, written `Fintype.card`, are the numbers $n$, $a$ and $b$ used here. The symbol `ᴴ` is the conjugate transpose $\dagger$, and `X` in the polynomial statements is the variable $x$.

- `G` stands for the retarded Green's function of the device at one energy.
- `broadening W` is $WW^\dagger$, the broadening matrix of a lead. Constants such as $2\pi$ are absorbed into $W$.
- `leftSpectral G WL` is $A=G\Gamma_LG^\dagger$ with $\Gamma_L=W_LW_L^\dagger$, the part of the spectral function due to states arriving from the left lead.
- `amplitude G WL WR` is $t$, the Fisher-Lee transmission amplitude without its constant phase, which cancels in $t^\dagger t$.
- `spectralRoot G WL` is $P$, and `scaledEigenvectors U lam` is the matrix with columns $\sqrt{\lambda_i}\,u_i$.

The eigenvalues of $t^\dagger t$ are the transmission eigenvalues, and their sum is the Caroli expression $\operatorname{Tr}(\Gamma_LG^\dagger\Gamma_RG)$. For coherent transport of non-interacting electrons through a finite device region, the result allows the nonzero eigenchannel transmissions to be computed from $A$ and $\Gamma_R$, without a factor $W_L$ of $\Gamma_L$ at hand.

The Fisher-Lee form of $t$ enters as a definition and is not derived from scattering theory. The matrix $G$ is arbitrary: no Hamiltonian, self-energy or energy argument appears, and no relation ties $G$ to the broadenings. That relation is what would keep physical transmissions at or below one, so no such bound follows here.

## Exchanging factors

The argument rests on one identity. Let $C$ be $p\times q$ and $D$ be $q\times p$. For $x\neq0$, evaluate the determinant of

$$\begin{pmatrix}x\,1_p&C\\D&1_q\end{pmatrix}$$

in two ways. Eliminating the lower right block gives $\det(x\,1_p-CD)=\chi_{CD}(x)$. Eliminating the upper left block gives $x^p\det(1_q-DC/x)=x^{p-q}\chi_{DC}(x)$. Hence

$$x^q\chi_{CD}(x)=x^p\chi_{DC}(x),$$

first for $x\ne0$ and then as an identity of polynomials. Mathlib provides it as `Matrix.charpoly_mul_comm'`.

Now let $B$ be any $n\times k$ matrix with $BB^\dagger=A$. Since $B^\dagger\Gamma_RB=(B^\dagger W_R)(W_R^\dagger B)$, exchanging the two factors leads to

$$W_R^\dagger BB^\dagger W_R=W_R^\dagger AW_R=(W_R^\dagger GW_L)(W_R^\dagger GW_L)^\dagger=tt^\dagger .$$

A second exchange takes $tt^\dagger$ to $t^\dagger t$. With the powers included, the two steps read

$$x^b\chi_{B^\dagger\Gamma_RB}=x^k\chi_{tt^\dagger},\qquad x^a\chi_{tt^\dagger}=x^b\chi_{t^\dagger t}.$$

Multiply the first by $x^a$ and the second by $x^k$, combine them, and cancel $x^b$:

$$x^a\chi_{B^\dagger\Gamma_RB}=x^k\chi_{t^\dagger t}.$$

This is `charpoly_of_factor`. In its proof `h1` and `h2` are the two exchanges, while `e1` and `e2` are the matrix identities around them; `e2` uses `leftSpectral_eq`, which writes $A$ as $(GW_L)(GW_L)^\dagger$. The call to `mul_left_cancel₀` removes $x^b$, and `linear_combination` adds the two equations with the multipliers just given.

For a number $T\neq0$, compare how often $T$ is a root of each side. A power of $x$ does not vanish at $T$, so it contributes nothing, and the multiplicities in the two characteristic polynomials agree. In `multiplicity_of_factor`, `hX` records that the powers contribute zero, and `rootMultiplicity_mul` adds the multiplicities of the factors. That lemma needs nonzero polynomials, which is clear because characteristic polynomials are monic.

## Two factorizations of the spectral function

**The square root.** Because $A=(GW_L)(GW_L)^\dagger$ is positive semidefinite, it has a positive semidefinite square root $P$. This $P$ is Hermitian, so $PP^\dagger=P^2=A$, and $B=P$ with $k=n$ gives the identity for $P\Gamma_RP$. The file defines $P$ by Mathlib's functional calculus, `CFC.sqrt`, and `spectralRoot_spec` proves that it is positive semidefinite and squares to $A$. `charpoly_spectralRoot` then inserts it into `charpoly_of_factor`, and the square case cancels $x^n$.

**The scaled eigenvectors.** Let $U^\dagger U=1$ and $AU=U\Lambda$, where $\Lambda$ is diagonal with real entries $\lambda_i$. These are the hypotheses `hU` and `hA`; such $U$ and $\lambda_i$ always exist because $A$ is Hermitian. The eigenvalues are nonnegative, since

$$\lambda_i=u_i^\dagger Au_i=\lVert(GW_L)^\dagger u_i\rVert^2 .$$

So $B=U\Lambda^{1/2}$ satisfies

$$BB^\dagger=U\Lambda U^\dagger=AUU^\dagger=A,$$

where the last step holds because a square matrix with $U^\dagger U=1$ also has $UU^\dagger=1$.

The proof of `scaledEigenvectors_factor` takes the same route. `hD` writes $\Lambda$ as $((GW_L)^\dagger U)^\dagger((GW_L)^\dagger U)$, `hpos` reads off that its diagonal entries are nonnegative, `hs` multiplies the square roots back to $\Lambda$, and the final `calc` is the chain above. `multiplicity_scaledEigenvectors` applies `multiplicity_of_factor` to this $B$.

## Two orbitals and one left channel

The theorem `diagonalization_witness` checks `hU` and `hA` on explicit numbers. There $G$ swaps the two orbitals and $W_L=(4,3)^T$, so $GW_L=(3,4)^T$ and

$$A=\begin{pmatrix}9&12\\12&16\end{pmatrix}.$$

The normalized eigenvectors are $(3/5,4/5)^T$ with eigenvalue $25$ and $(-4/5,3/5)^T$ with eigenvalue $0$. The Lean proof computes the conjugate transposes and compares the matrices entry by entry. The numbers illustrate the algebra and do not describe a physical junction.

The example also shows where the powers of $x$ come from. The scaled eigenvectors are $(3,4)^T$ and the zero vector. For a single right channel $W_R=w$, a column with two entries, the amplitude is the number $t=w^\dagger(3,4)^T$, and

$$B^\dagger\Gamma_RB=\begin{pmatrix}|t|^2&0\\0&0\end{pmatrix}.$$

The $1\times1$ matrix $t^\dagger t$ has the single eigenvalue $|t|^2$. The $2\times2$ matrix has one further zero, and the identity becomes $x\cdot x(x-|t|^2)=x^2\cdot(x-|t|^2)$.
